# Derivatives behind a smooth Jastrow factor: exp(-J) Dⁿ exp(J) = (D + J')ⁿ in one dimension

## A correlated wave function and its kinetic energy

Electrons avoid one another, and a product of orbitals describes this poorly. A common remedy is to write the wave function as Ψ = exp(J) φ, where φ is a simpler function and the Jastrow factor exp(J) carries part of the correlation. In the transcorrelated approach the factor is then moved into the Hamiltonian H. If HΨ = EΨ, multiplication by exp(-J) gives

exp(-J) H exp(J) φ = E φ.

A potential that acts by multiplication commutes with exp(J) and is unchanged. The kinetic energy contains derivatives, which also act on J, and so it acquires new terms. For the non-relativistic operator these come from a second derivative. The leading relativistic correction to the kinetic energy, -p⁴/(8c²) in atomic units with c the speed of light, brings in fourth derivatives as well. The question is what an n-th derivative becomes under this transformation.

The answer below is for one real coordinate x and smooth, real-valued J and φ. Within a many-electron problem it supplies the transformed pure derivatives along one Cartesian coordinate, with all other coordinates held fixed and both J and φ smooth along that line.

## The transformed derivative

Write D for d/dx and a prime for differentiation with respect to x. Define the dressed derivative A by

Aφ = φ' + J'φ,

that is, A = D + J'. For every natural number n and every point x,

exp(-J) Dⁿ(exp(J) φ) = Aⁿφ = (D + J')ⁿφ.

The power means repeated application. D and J' do not commute in general, so the ordinary binomial formula in powers of J' does not apply. A binomial sum does hold with other coefficients. Let 1 be the constant function and set

Bᵢ = Aⁱ1.

These functions, called Jastrow coefficients here, depend on J alone. With C(n,i) the binomial coefficient,

exp(-J) Dⁿ(exp(J) φ) = Σ (i = 0, …, n) C(n,i) Bᵢ Dⁿ⁻ⁱφ.

The term i = n multiplies φ itself, so the coefficient of φ in the transformed n-th derivative is Bₙ.

## Moving the exponential through n derivatives

The product and chain rules give

D(exp(J) φ) = exp(J) J'φ + exp(J) φ' = exp(J) Aφ.

One derivative therefore passes through the exponential and becomes A. If J and φ are smooth, so is Aφ, and the step can be repeated.

The claim to be proved by induction on n is that, for every smooth ψ,

Dⁿ(exp(J) ψ) = exp(J) Aⁿψ.

For n = 0 both sides are exp(J) ψ. If the claim holds for n, then

Dⁿ⁺¹(exp(J) ψ) = Dⁿ(D(exp(J) ψ)) = Dⁿ(exp(J) Aψ) = exp(J) Aⁿ(Aψ) = exp(J) Aⁿ⁺¹ψ.

The third equality uses the induction hypothesis for the function Aψ, which is why the claim is made for all smooth ψ at once. Setting ψ = φ and multiplying by exp(-J) gives the result.

For the expansion, take φ = 1 in this result:

Bᵢ = exp(-J) Dⁱ exp(J).

The Leibniz rule for the product exp(J) φ reads

Dⁿ(exp(J) φ) = Σ (i = 0, …, n) C(n,i) (Dⁱ exp(J)) (Dⁿ⁻ⁱφ).

Multiplying by exp(-J) turns each factor Dⁱ exp(J) into Bᵢ.

## Coefficients up to fourth order

Since each coefficient is A applied to the preceding one,

B₀ = 1,

Bₘ₊₁ = Bₘ' + J'Bₘ.

The first two steps give

B₁ = J',

B₂ = J'' + J'².

The third is

B₃ = (J''' + 2J'J'') + J'(J'' + J'²) = J''' + 3J'J'' + J'³.

For the fourth, differentiation gives

B₃' = J'''' + 3J''² + 3J'J''' + 3J'²J'',

and multiplication gives

J'B₃ = J'J''' + 3J'²J'' + J'⁴.

Their sum is

B₄ = J'''' + 4J'J''' + 3J''² + 6J'²J'' + J'⁴.

With n = 2 the expansion yields the transformed kinetic energy in atomic units,

exp(-J) (-½D²)(exp(J) φ) = -½φ'' - J'φ' - ½(J'' + J'²)φ.

With n = 4 it yields

exp(-J) D⁴(exp(J) φ) = φ'''' + 4J'φ''' + 6(J'' + J'²)φ'' + 4(J''' + 3J'J'' + J'³)φ' + B₄φ.

Because p = -iD in atomic units (here i is the imaginary unit), p⁴ = D⁴. Multiplying the last line by -1/(8c²) gives the corresponding one-dimensional relativistic correction.

## The same statements in Lean

Both J and φ have type `ℝ → ℝ`. The hypotheses `ContDiff ℝ ∞ J` and `ContDiff ℝ ∞ φ` say that they have continuous derivatives of every order on the whole line. Physically, this rules out, among others, a correlation factor with a kink. An exponent linear in the distance |x| between two particles, of the kind used to model a cusp, is excluded because it is not differentiable at x = 0.

The operator A is `dressedDeriv J`, and `(dressedDeriv J)^[n] φ x` is the value at x of its n-fold iterate applied to φ. The expression `iteratedDeriv n f x` is the n-th derivative of f at x, with order zero returning f itself. The coefficient Bᵢ is `jastrowCoeff J i`, and `n.choose i` is C(n,i). The sum over `Finset.range (n + 1)` runs from i = 0 to i = n.

The theorem `transcorrelated_iteratedDeriv` states the main identity for every n and x, including n = 0. The binomial form is `transcorrelated_expansion`, and the two explicit operators are `transcorrelated_kinetic` and `transcorrelated_fourth`.

These are pointwise identities between functions. Neither φ nor exp(J) φ has to be normalisable, and nothing is stated about operator domains, self-adjointness or spectra. In three dimensions p⁴ also contains mixed derivatives such as ∂²/∂x² ∂²/∂y², which the theorems do not treat.

## The complete Lean file

```lean
import Mathlib

open scoped ContDiff

namespace TranscorrelatedDerivatives

noncomputable section

/-- The dressed derivative `D + J'`, acting on a wave function `φ`. -/
def dressedDeriv (J φ : ℝ → ℝ) : ℝ → ℝ :=
  fun x => deriv φ x + deriv J x * φ x

/-- The Jastrow coefficient of order `m`: the `m`-fold dressed derivative of the constant
function one. -/
def jastrowCoeff (J : ℝ → ℝ) (m : ℕ) : ℝ → ℝ :=
  (dressedDeriv J)^[m] (fun _ => 1)

/-- The dressed derivative of a smooth function, with a smooth correlation exponent, is smooth. -/
theorem dressedDeriv_smooth {J φ : ℝ → ℝ} (hJ : ContDiff ℝ ∞ J) (hφ : ContDiff ℝ ∞ φ) :
    ContDiff ℝ ∞ (dressedDeriv J φ) :=
  (contDiff_infty_iff_deriv.1 hφ).2.add ((contDiff_infty_iff_deriv.1 hJ).2.mul hφ)

/-- Differentiating a correlated function `exp(J) φ` gives `exp(J)` times the dressed
derivative of `φ`. -/
theorem deriv_exp_mul {J φ : ℝ → ℝ} (hJ : Differentiable ℝ J) (hφ : Differentiable ℝ φ) :
    deriv (fun y => Real.exp (J y) * φ y) = fun y => Real.exp (J y) * dressedDeriv J φ y := by
  funext x
  have h := (hJ x).hasDerivAt.exp.fun_mul (hφ x).hasDerivAt
  rw [h.deriv, dressedDeriv]
  ring

/-- Transcorrelation of the `n`-th derivative: `exp(-J) Dⁿ (exp(J) φ) = (D + J')ⁿ φ`. -/
theorem transcorrelated_iteratedDeriv {J φ : ℝ → ℝ} (hJ : ContDiff ℝ ∞ J)
    (hφ : ContDiff ℝ ∞ φ) (n : ℕ) (x : ℝ) :
    Real.exp (-J x) * iteratedDeriv n (fun y => Real.exp (J y) * φ y) x
      = (dressedDeriv J)^[n] φ x := by
  -- the exponential moves through one derivative at a time
  have key : ∀ (n : ℕ) (ψ : ℝ → ℝ), ContDiff ℝ ∞ ψ →
      iteratedDeriv n (fun y => Real.exp (J y) * ψ y)
        = fun y => Real.exp (J y) * (dressedDeriv J)^[n] ψ y := by
    intro n
    induction n with
    | zero => intro ψ _; rw [iteratedDeriv_zero]; rfl
    | succ n ih =>
      intro ψ hψ
      rw [iteratedDeriv_succ', deriv_exp_mul (contDiff_infty_iff_deriv.1 hJ).1
        (contDiff_infty_iff_deriv.1 hψ).1, ih _ (dressedDeriv_smooth hJ hψ)]
      rfl
  rw [key n φ hφ, ← mul_assoc, ← Real.exp_add, neg_add_cancel, Real.exp_zero, one_mul]

/-- The transformed `n`-th derivative is a binomial sum of Jastrow coefficients times
ordinary derivatives of `φ`. -/
theorem transcorrelated_expansion {J φ : ℝ → ℝ} (hJ : ContDiff ℝ ∞ J)
    (hφ : ContDiff ℝ ∞ φ) (n : ℕ) (x : ℝ) :
    Real.exp (-J x) * iteratedDeriv n (fun y => Real.exp (J y) * φ y) x
      = ∑ i ∈ Finset.range (n + 1),
          (n.choose i : ℝ) * jastrowCoeff J i x * iteratedDeriv (n - i) φ x := by
  -- Leibniz rule for the product of the Jastrow factor and `φ`
  have h : iteratedDeriv n (fun y => Real.exp (J y) * φ y) x
      = ∑ i ∈ Finset.range (n + 1), (n.choose i : ℝ)
          * iteratedDeriv i (fun y => Real.exp (J y)) x * iteratedDeriv (n - i) φ x :=
    iteratedDeriv_mul (contDiff_infty.1 hJ.exp n).contDiffAt
      (contDiff_infty.1 hφ n).contDiffAt
  rw [h, Finset.mul_sum]
  refine Finset.sum_congr rfl fun i _ => ?_
  -- the main theorem for `φ = 1` identifies the coefficients
  have hB := transcorrelated_iteratedDeriv hJ (contDiff_const (c := (1 : ℝ))) i x
  simp only [mul_one] at hB
  have hB' : jastrowCoeff J i x
      = Real.exp (-J x) * iteratedDeriv i (fun y => Real.exp (J y)) x := hB.symm
  rw [hB']
  ring

/-- Each Jastrow coefficient is the derivative of the preceding one plus `J'` times it. -/
theorem jastrowCoeff_succ (J : ℝ → ℝ) (m : ℕ) (x : ℝ) :
    jastrowCoeff J (m + 1) x
      = deriv (jastrowCoeff J m) x + deriv J x * jastrowCoeff J m x := by
  unfold jastrowCoeff
  rw [Function.iterate_succ_apply']
  rfl

/-- The Jastrow coefficients of orders one to four, in terms of the derivatives of `J`. -/
theorem jastrowCoeff_one_to_four {J : ℝ → ℝ} (hJ : ContDiff ℝ ∞ J) :
    jastrowCoeff J 1 = iteratedDeriv 1 J ∧
    jastrowCoeff J 2 = (fun x => iteratedDeriv 2 J x + iteratedDeriv 1 J x ^ 2) ∧
    jastrowCoeff J 3 = (fun x => iteratedDeriv 3 J x
      + 3 * iteratedDeriv 1 J x * iteratedDeriv 2 J x + iteratedDeriv 1 J x ^ 3) ∧
    jastrowCoeff J 4 = (fun x => iteratedDeriv 4 J x
      + 4 * iteratedDeriv 1 J x * iteratedDeriv 3 J x + 3 * iteratedDeriv 2 J x ^ 2
      + 6 * iteratedDeriv 1 J x ^ 2 * iteratedDeriv 2 J x + iteratedDeriv 1 J x ^ 4) := by
  have d : ∀ (k : ℕ) (x : ℝ),
      HasDerivAt (iteratedDeriv k J) (iteratedDeriv (k + 1) J x) x := by
    intro k x
    rw [iteratedDeriv_succ]
    exact ((contDiff_infty.1 hJ (k + 1)).differentiable_iteratedDeriv k
      (by exact_mod_cast Nat.lt_succ_self k) x).hasDerivAt
  have d1 : ∀ x, HasDerivAt (iteratedDeriv 1 J) (iteratedDeriv 2 J x) x := d 1
  have d2 : ∀ x, HasDerivAt (iteratedDeriv 2 J) (iteratedDeriv 3 J x) x := d 2
  have d3 : ∀ x, HasDerivAt (iteratedDeriv 3 J) (iteratedDeriv 4 J x) x := d 3
  have e : deriv J = iteratedDeriv 1 J := by rw [iteratedDeriv_one]
  have h0 : jastrowCoeff J 0 = fun _ => 1 := rfl
  -- apply the recursion four times
  have h1 : jastrowCoeff J 1 = iteratedDeriv 1 J := by
    funext x
    refine (jastrowCoeff_succ J 0 x).trans ?_
    rw [h0, (hasDerivAt_const x (1 : ℝ)).deriv, e]
    ring
  have h2 : jastrowCoeff J 2
      = fun x => iteratedDeriv 2 J x + iteratedDeriv 1 J x ^ 2 := by
    funext x
    refine (jastrowCoeff_succ J 1 x).trans ?_
    rw [h1, (d1 x).deriv, e]
    ring
  have h3 : jastrowCoeff J 3 = fun x => iteratedDeriv 3 J x
      + 3 * iteratedDeriv 1 J x * iteratedDeriv 2 J x + iteratedDeriv 1 J x ^ 3 := by
    funext x
    refine (jastrowCoeff_succ J 2 x).trans ?_
    have h := (d2 x).fun_add ((d1 x).fun_pow 2)
    rw [h2, h.deriv, e]
    push_cast
    ring
  refine ⟨h1, h2, h3, ?_⟩
  funext x
  refine (jastrowCoeff_succ J 3 x).trans ?_
  have h := ((d3 x).fun_add (((d1 x).const_mul 3).fun_mul (d2 x))).fun_add
    ((d1 x).fun_pow 3)
  rw [h3, h.deriv, e]
  push_cast
  ring

/-- The transcorrelated kinetic operator:
`exp(-J) (-½ D²) exp(J) φ = -½ φ'' - J' φ' - ½ (J'' + J'²) φ`. -/
theorem transcorrelated_kinetic {J φ : ℝ → ℝ} (hJ : ContDiff ℝ ∞ J)
    (hφ : ContDiff ℝ ∞ φ) (x : ℝ) :
    Real.exp (-J x) * (-(1 / 2) * iteratedDeriv 2 (fun y => Real.exp (J y) * φ y) x)
      = -(1 / 2) * iteratedDeriv 2 φ x - iteratedDeriv 1 J x * iteratedDeriv 1 φ x
        - 1 / 2 * (iteratedDeriv 2 J x + iteratedDeriv 1 J x ^ 2) * φ x := by
  obtain ⟨h1, h2, -, -⟩ := jastrowCoeff_one_to_four hJ
  have h0 : jastrowCoeff J 0 = fun _ => 1 := rfl
  have h := transcorrelated_expansion hJ hφ 2 x
  simp only [Finset.sum_range_succ, Finset.sum_range_zero, h0, h1, h2,
    show Nat.choose 2 0 = 1 from rfl, show Nat.choose 2 1 = 2 from rfl,
    show Nat.choose 2 2 = 1 from rfl, Nat.reduceSub, Nat.cast_one, Nat.cast_ofNat,
    iteratedDeriv_zero] at h
  linear_combination (-(1 / 2) : ℝ) * h

/-- The transcorrelated fourth derivative, with the coefficients of `φ` and of each of its
derivatives written out. -/
theorem transcorrelated_fourth {J φ : ℝ → ℝ} (hJ : ContDiff ℝ ∞ J)
    (hφ : ContDiff ℝ ∞ φ) (x : ℝ) :
    Real.exp (-J x) * iteratedDeriv 4 (fun y => Real.exp (J y) * φ y) x
      = iteratedDeriv 4 φ x + 4 * iteratedDeriv 1 J x * iteratedDeriv 3 φ x
        + 6 * (iteratedDeriv 2 J x + iteratedDeriv 1 J x ^ 2) * iteratedDeriv 2 φ x
        + 4 * (iteratedDeriv 3 J x + 3 * iteratedDeriv 1 J x * iteratedDeriv 2 J x
            + iteratedDeriv 1 J x ^ 3) * iteratedDeriv 1 φ x
        + (iteratedDeriv 4 J x + 4 * iteratedDeriv 1 J x * iteratedDeriv 3 J x
            + 3 * iteratedDeriv 2 J x ^ 2 + 6 * iteratedDeriv 1 J x ^ 2 * iteratedDeriv 2 J x
            + iteratedDeriv 1 J x ^ 4) * φ x := by
  obtain ⟨h1, h2, h3, h4⟩ := jastrowCoeff_one_to_four hJ
  have h0 : jastrowCoeff J 0 = fun _ => 1 := rfl
  have h := transcorrelated_expansion hJ hφ 4 x
  simp only [Finset.sum_range_succ, Finset.sum_range_zero, h0, h1, h2, h3, h4,
    show Nat.choose 4 0 = 1 from rfl, show Nat.choose 4 1 = 4 from rfl,
    show Nat.choose 4 2 = 6 from rfl, show Nat.choose 4 3 = 4 from rfl,
    show Nat.choose 4 4 = 1 from rfl, Nat.reduceSub, Nat.cast_one, Nat.cast_ofNat,
    iteratedDeriv_zero] at h
  linear_combination h

end

end TranscorrelatedDerivatives
```

```lean
#print axioms TranscorrelatedDerivatives.jastrowCoeff_one_to_four
#print axioms TranscorrelatedDerivatives.transcorrelated_kinetic
#print axioms TranscorrelatedDerivatives.transcorrelated_fourth
```

```
'TranscorrelatedDerivatives.jastrowCoeff_one_to_four' depends on axioms: [propext, Classical.choice, Quot.sound]
'TranscorrelatedDerivatives.transcorrelated_kinetic' depends on axioms: [propext, Classical.choice, Quot.sound]
'TranscorrelatedDerivatives.transcorrelated_fourth' depends on axioms: [propext, Classical.choice, Quot.sound]
```

## How the proof follows the calculation

**Smoothness and one derivative.** `dressedDeriv_smooth` shows that A keeps functions smooth. It uses the fact that the derivative of a smooth function is smooth, together with closure under sums and products. `deriv_exp_mul` is the single-derivative identity. Its line `h` combines the chain rule for the exponential with the product rule, and `ring` collects the two terms into exp(J) Aφ. Differentiability of J and φ is enough here.

**The induction.** Inside `transcorrelated_iteratedDeriv`, the statement `key` is the induction claim, with ψ quantified after n so that the hypothesis `ih` is available for every smooth function. In the successor case, `iteratedDeriv_succ'` splits off the innermost derivative, `deriv_exp_mul` evaluates it, and `ih` is applied to Aψ, whose smoothness comes from `dressedDeriv_smooth`. What remains is Aⁿ(Aψ) = Aⁿ⁺¹ψ, which holds by the definition of iteration. The last line of the proof inserts `key` next to the factor exp(-J) and cancels the exponentials through exp(-J) exp(J) = exp(0) = 1.

**The binomial sum.** In `transcorrelated_expansion`, `h` is the Leibniz rule, supplied by Mathlib's `iteratedDeriv_mul`. The factor exp(-J) is distributed over the sum, and the two sums are compared term by term. The step `hB` applies the main theorem to the constant function 1, and `hB'` reads the outcome as the formula Bᵢ = exp(-J) Dⁱ exp(J). After that substitution the terms agree by algebra.

**The recursion.** `jastrowCoeff_succ` removes the outermost application of A from Aᵐ⁺¹1, which gives Bₘ' + J'Bₘ. It needs no smoothness assumption, because it only unfolds definitions and Lean's `deriv` has a value even where a function is not differentiable. Smoothness enters in `jastrowCoeff_one_to_four`, where these derivatives are computed. There `d` records that the derivative of the k-th derivative of J is the (k + 1)-th. The steps `h1`, `h2` and `h3` and the closing lines then carry out the four stages of the recursion: each inserts the previous coefficient, differentiates it, using the sum, product and power rules where they are needed, and lets `ring` collect like terms.

**The explicit operators.** `transcorrelated_kinetic` and `transcorrelated_fourth` take the expansion at n = 2 and n = 4. The `simp only` call writes out the finite sum, evaluates the binomial coefficients and inserts the closed forms of the Bᵢ. In the first theorem, `linear_combination` multiplies the resulting equation by -½; in the second it uses the equation as it stands. In both cases it also checks the remaining rearrangement of terms.
